# The Mazur lower bound on the time-averaged current correlation of a finite quantum system

The long-time value of a current correlation is taken here to be the limit of its average over a window $[0,T]$, because in a finite system the correlation itself generally keeps oscillating. In a stationary state, this limit is bounded below by the squared overlap of the current with any conserved observable, suitably normalised.

```lean
import Mathlib

open Matrix Filter Topology
open scoped ComplexOrder

namespace MazurBound

noncomputable section

variable {n : Type*} [Fintype n] [DecidableEq n] {ρ H J K Q : Matrix n n ℂ}

/-- The Heisenberg-picture observable `J(t) = exp(iHt) J exp(-iHt)`, with `ℏ = 1`. -/
def evolve (H J : Matrix n n ℂ) (t : ℝ) : Matrix n n ℂ :=
  NormedSpace.exp ((Complex.I * t) • H) * J * NormedSpace.exp ((-(Complex.I * t)) • H)

/-- The current autocorrelation function `tr(ρ J(t) J)`. -/
def correlation (ρ H J : Matrix n n ℂ) (t : ℝ) : ℂ := trace (ρ * (evolve H J t * J))

/-- The average of a signal `f` over the time window from `0` to `T`, for `T ≠ 0`. -/
def timeAvg (f : ℝ → ℂ) (T : ℝ) : ℂ := (T : ℂ)⁻¹ * ∫ t in (0 : ℝ)..T, f t

/-- The long-time average of the phase `exp(iωt)` is one for `ω = 0` and zero otherwise. -/
theorem timeAvg_phase (ω : ℝ) : Tendsto (timeAvg fun t => Complex.exp (Complex.I * ω * t))
    atTop (𝓝 (if ω = 0 then 1 else 0)) := by
  split_ifs with h
  · refine tendsto_const_nhds.congr' ?_
    filter_upwards [eventually_gt_atTop 0] with T hT
    have hT' : (T : ℂ) ≠ 0 := by exact_mod_cast hT.ne'
    simp [timeAvg, h, hT']
  · have hc : Complex.I * (ω : ℂ) ≠ 0 := by simp [h]
    have hn : ∀ t : ℝ, ‖Complex.exp (Complex.I * ω * t)‖ = 1 := by
      intro t
      simp [Complex.norm_exp]
    have hz : Tendsto (fun T : ℝ => T⁻¹ * (2 / ‖Complex.I * (ω : ℂ)‖)) atTop (𝓝 0) := by
      simpa using tendsto_inv_atTop_zero.mul_const (2 / ‖Complex.I * (ω : ℂ)‖)
    refine squeeze_zero_norm' ?_ hz
    filter_upwards [eventually_gt_atTop 0] with T hT
    rw [timeAvg, integral_exp_mul_complex hc, norm_mul, norm_inv, Complex.norm_real,
      Real.norm_of_nonneg hT.le, norm_div]
    have h2 := norm_sub_le (Complex.exp (Complex.I * ω * T))
      (Complex.exp (Complex.I * ω * (0 : ℝ)))
    rw [hn, hn, one_add_one_eq_two] at h2
    gcongr

/-- For Hermitian `H` and `J`, the long-time average of `tr(A J(t))` is `tr(A K)` with one
Hermitian `K`, the same for all `A`, that commutes with `H`. -/
theorem exists_conserved_part (hH : H.IsHermitian) (hJ : J.IsHermitian) :
    ∃ K : Matrix n n ℂ, K.IsHermitian ∧ Commute H K ∧ ∀ A : Matrix n n ℂ,
      Tendsto (timeAvg fun t => trace (A * evolve H J t)) atTop (𝓝 (trace (A * K))) := by
  obtain ⟨U, E, hU, hHU⟩ : ∃ (U : Matrix n n ℂ) (E : n → ℝ), U * Uᴴ = 1 ∧
      H = U * diagonal (fun a => (E a : ℂ)) * Uᴴ := by
    have h := hH.spectral_theorem
    rw [Unitary.conjStarAlgAut_apply] at h
    exact ⟨_, _, Matrix.mem_unitaryGroup_iff.1 hH.eigenvectorUnitary.2, h⟩
  have hinv : U⁻¹ = Uᴴ := Matrix.inv_eq_right_inv hU
  have hUX : ∀ X, Uᴴ * (U * X) = X := fun X => by
    rw [← Matrix.mul_assoc, mul_eq_one_comm.1 hU, Matrix.one_mul]
  -- the propagator is diagonal in the energy eigenbasis
  have hexp : ∀ z : ℂ, NormedSpace.exp (z • H) =
      U * diagonal (fun a => Complex.exp (z * E a)) * Uᴴ := by
    intro z
    have h1 : z • H = U * diagonal (fun a => z * (E a : ℂ)) * U⁻¹ := by
      have h2 : diagonal (fun a => z * (E a : ℂ)) = z • diagonal (fun a => (E a : ℂ)) := by
        ext a b
        by_cases h : a = b <;> simp [diagonal, h]
      rw [hinv, h2, hHU, Matrix.mul_smul, Matrix.smul_mul]
    rw [h1, Matrix.exp_conj _ _ (IsUnit.of_mul_eq_one _ hU), Matrix.exp_diagonal, hinv]
    congr 3
    funext a
    rw [Complex.exp_eq_exp_ℂ]
    exact NormedSpace.map_exp (Pi.evalRingHom (fun _ : n => ℂ) a) (continuous_apply a) _
  -- matrix elements of `J`, weighted by a function of the Bohr frequency
  let P : (ℝ → ℂ) → Matrix n n ℂ := fun w =>
    Matrix.of fun a b => (Uᴴ * J * U) a b * w (E a - E b)
  have htr : ∀ (A : Matrix n n ℂ) (w : ℝ → ℂ), trace (A * (U * P w * Uᴴ)) = ∑ p : n × n,
      (Uᴴ * A * U) p.1 p.2 * ((Uᴴ * J * U) p.2 p.1 * w (E p.2 - E p.1)) := by
    intro A w
    have h1 : trace (A * (U * P w * Uᴴ)) = trace (Uᴴ * A * U * P w) := by
      rw [← Matrix.mul_assoc, trace_mul_comm]
      simp only [Matrix.mul_assoc]
    rw [h1, Fintype.sum_prod_type]
    rfl
  have hev : ∀ t : ℝ, evolve H J t =
      U * P (fun ω => Complex.exp (Complex.I * ω * t)) * Uᴴ := by
    intro t
    have h1 : P (fun ω => Complex.exp (Complex.I * ω * t)) =
        diagonal (fun a => Complex.exp (Complex.I * t * E a)) * (Uᴴ * J * U) *
          diagonal (fun a => Complex.exp (-(Complex.I * t) * E a)) := by
      ext a b
      rw [mul_diagonal, diagonal_mul]
      change (Uᴴ * J * U) a b * Complex.exp (Complex.I * ((E a - E b : ℝ) : ℂ) * t) = _
      rw [show Complex.I * ((E a - E b : ℝ) : ℂ) * t =
        Complex.I * t * E a + -(Complex.I * t) * E b by push_cast; ring, Complex.exp_add]
      ring
    rw [h1, evolve, hexp, hexp]
    simp only [Matrix.mul_assoc]
  -- time averaging keeps only the elements between states of equal energy
  let M := P fun ω => if ω = 0 then 1 else 0
  have hM : M.IsHermitian := by
    ext a b
    have h1 := (isHermitian_conjTranspose_mul_mul U hJ).apply a b
    by_cases h : E a = E b
    · simp only [M, P, conjTranspose_apply, of_apply, h, sub_self, if_true, mul_one, h1]
    · simp [M, P, conjTranspose_apply, sub_eq_zero, h, Ne.symm h]
  have hDM : diagonal (fun a => (E a : ℂ)) * M = M * diagonal (fun a => (E a : ℂ)) := by
    ext a b
    rw [diagonal_mul, mul_diagonal]
    by_cases h : E a = E b
    · rw [h, mul_comm]
    · simp [M, P, sub_eq_zero, h]
  refine ⟨U * M * Uᴴ, isHermitian_mul_mul_conjTranspose U hM, ?_, fun A => ?_⟩
  · rw [hHU, Commute, SemiconjBy]
    simp only [Matrix.mul_assoc, hUX]
    rw [← Matrix.mul_assoc M, ← hDM, Matrix.mul_assoc]
  · have h1 : (timeAvg fun t => trace (A * evolve H J t)) = fun T => ∑ p : n × n,
        (Uᴴ * A * U) p.1 p.2 * ((Uᴴ * J * U) p.2 p.1 *
          timeAvg (fun t => Complex.exp (Complex.I * (E p.2 - E p.1 : ℝ) * t)) T) := by
      funext T
      simp only [timeAvg, hev, htr]
      rw [intervalIntegral.integral_finsetSum
        (fun p _ => Continuous.intervalIntegrable (by fun_prop) _ _), Finset.mul_sum]
      refine Finset.sum_congr rfl fun p _ => ?_
      rw [intervalIntegral.integral_const_mul, intervalIntegral.integral_const_mul]
      ring
    have h2 := (congrArg 𝓝 (htr A fun ω => if ω = 0 then 1 else 0).symm).le
    rw [h1]
    refine Tendsto.mono_right ?_ h2
    exact tendsto_finsetSum _ fun p _ => ((timeAvg_phase _).const_mul _).const_mul _

/-- The overlap `tr(Q J(t))` with a matrix `Q` that commutes with `H` does not depend on time. -/
theorem conserved_overlap (hQ : Commute Q H) (J : Matrix n n ℂ) (t : ℝ) :
    trace (Q * evolve H J t) = trace (Q * J) := by
  have h1 : Q * NormedSpace.exp ((Complex.I * t) • H) =
      NormedSpace.exp ((Complex.I * t) • H) * Q := (hQ.smul_right _).exp_right
  have h2 : NormedSpace.exp ((-(Complex.I * t)) • H) *
      NormedSpace.exp ((Complex.I * t) • H) = 1 := by
    rw [← Matrix.exp_add_of_commute _ _ (((Commute.refl H).smul_left _).smul_right _),
      ← add_smul, neg_add_cancel, zero_smul, NormedSpace.exp_zero]
  rw [evolve, ← Matrix.mul_assoc, trace_mul_comm, ← Matrix.mul_assoc Q, h1,
    Matrix.mul_assoc _ Q J, ← Matrix.mul_assoc, h2, Matrix.one_mul]

/-- For Hermitian `H`, `J` and a weight `ρ` commuting with `H`, some Hermitian conserved `K` has
`tr(ρ K²)` equal to the long-time average of `tr(ρ J(t) J)`, and `K` has the same overlap as `J`
with every conserved `Q`. -/
theorem exists_optimal_charge (hH : H.IsHermitian) (hJ : J.IsHermitian) (hρH : Commute ρ H) :
    ∃ K : Matrix n n ℂ, K.IsHermitian ∧ Commute H K ∧
      Tendsto (timeAvg (correlation ρ H J)) atTop (𝓝 (trace (ρ * (K * K)))) ∧
      ∀ Q, Commute H Q → trace (ρ * (J * Q)) = trace (ρ * (K * Q)) := by
  obtain ⟨K, hK, hHK, hlim⟩ := exists_conserved_part hH hJ
  have cyc : ∀ X Y : Matrix n n ℂ, trace (ρ * (X * Y)) = trace (Y * ρ * X) := by
    intro X Y
    rw [← Matrix.mul_assoc, trace_mul_comm, Matrix.mul_assoc]
  -- conserved matrices cannot distinguish `J` from its time average `K`
  have proj : ∀ X : Matrix n n ℂ, Commute X H → trace (X * J) = trace (X * K) := by
    intro X hX
    refine tendsto_nhds_unique (tendsto_const_nhds.congr' ?_) (hlim X)
    filter_upwards [eventually_gt_atTop 0] with T hT
    have hT' : (T : ℂ) ≠ 0 := by exact_mod_cast hT.ne'
    simp only [timeAvg, conserved_overlap hX, intervalIntegral.integral_const, sub_zero,
      Complex.real_smul]
    rw [inv_mul_cancel_left₀ hT']
  refine ⟨K, hK, hHK, ?_, fun Q hQ => by rw [cyc, cyc, proj _ (hQ.symm.mul_left hρH)]⟩
  have h1 : correlation ρ H J = fun t => trace (J * ρ * evolve H J t) := funext fun t => cyc _ _
  have h2 : trace (ρ * (K * K)) = trace (J * ρ * K) := by
    rw [← cyc, ← Matrix.mul_assoc, ← Matrix.mul_assoc, proj _ (hρH.mul_left hHK.symm)]
  rw [h1, h2]
  exact hlim _

omit [DecidableEq n] in
/-- For positive semidefinite `ρ` and Hermitian `K`, `tr(ρ K²)` is real and nonnegative, and
`|tr(ρ K Q)|² ≤ tr(ρ K²) tr(ρ Q²)` for every Hermitian `Q`. -/
theorem weighted_cauchy_schwarz (hρ : ρ.PosSemidef) (hK : K.IsHermitian) :
    0 ≤ trace (ρ * (K * K)) ∧ ∀ Q : Matrix n n ℂ, Q.IsHermitian →
      ‖trace (ρ * (K * Q))‖ ^ 2 ≤ (trace (ρ * (K * K))).re * (trace (ρ * (Q * Q))).re := by
  have pos : ∀ B : Matrix n n ℂ, 0 ≤ trace (ρ * (B * Bᴴ)) := by
    intro B
    have h := (hρ.conjTranspose_mul_mul_same B).trace_nonneg
    rwa [Matrix.mul_assoc, trace_mul_comm, Matrix.mul_assoc] at h
  have hk := pos K
  rw [hK.eq] at hk
  refine ⟨hk, fun Q hQ => ?_⟩
  have hq := pos Q
  rw [hQ.eq] at hq
  have hswap : trace (ρ * (Q * K)) = star (trace (ρ * (K * Q))) := by
    rw [← trace_conjTranspose, conjTranspose_mul, conjTranspose_mul, hK.eq, hQ.eq,
      hρ.isHermitian.eq, trace_mul_comm]
  generalize hc : trace (ρ * (K * Q)) = c at hswap ⊢
  rw [Complex.sq_norm]
  -- positivity of `tr(ρ B B†)` for `B = K - s c Q`, with `c = tr(ρ K Q)` and real `s`
  have key : ∀ s : ℝ, 0 ≤ Complex.normSq c * (trace (ρ * (Q * Q))).re * (s * s) +
      (-2 * Complex.normSq c) * s + (trace (ρ * (K * K))).re := by
    intro s
    have h := pos (K - ((s : ℂ) * c) • Q)
    rw [conjTranspose_sub, conjTranspose_smul, hK.eq, hQ.eq] at h
    simp only [Matrix.sub_mul, Matrix.mul_sub, Matrix.smul_mul, Matrix.mul_smul, trace_sub,
      trace_smul, smul_eq_mul, hc, hswap, star_mul', Complex.star_def, Complex.conj_ofReal] at h
    have h1 := (Complex.nonneg_iff.1 h).1
    simp only [Complex.sub_re, Complex.mul_re, Complex.mul_im, Complex.sub_im, Complex.conj_re,
      Complex.conj_im, Complex.ofReal_re, Complex.ofReal_im] at h1
    rw [Complex.normSq_apply]
    linarith
  have hd := discrim_le_zero key
  rw [discrim] at hd
  rcases (Complex.normSq_nonneg c).eq_or_lt with h0 | h0
  · rw [← h0]
    exact mul_nonneg (Complex.nonneg_iff.1 hk).1 (Complex.nonneg_iff.1 hq).1
  · by_contra hcon
    nlinarith [mul_pos h0 (sub_pos.2 (not_le.1 hcon))]

/-- Mazur bound: for Hermitian `H`, `J` and positive semidefinite `ρ` commuting with `H`, the
long-time average of `tr(ρ J(t) J)` exists, is a real number `D`, and satisfies
`|tr(ρ J Q)|² ≤ D tr(ρ Q²)` for every Hermitian `Q` commuting with `H`. -/
theorem mazur_bound (hH : H.IsHermitian) (hJ : J.IsHermitian) (hρ : ρ.PosSemidef)
    (hρH : Commute ρ H) :
    ∃ D : ℝ, Tendsto (timeAvg (correlation ρ H J)) atTop (𝓝 (D : ℂ)) ∧
      ∀ Q : Matrix n n ℂ, Q.IsHermitian → Commute H Q →
        ‖trace (ρ * (J * Q))‖ ^ 2 ≤ D * (trace (ρ * (Q * Q))).re := by
  obtain ⟨K, hK, -, hlim, hover⟩ := exists_optimal_charge hH hJ hρH
  obtain ⟨hk, hCS⟩ := weighted_cauchy_schwarz hρ hK
  have hreal : ((trace (ρ * (K * K))).re : ℂ) = trace (ρ * (K * K)) :=
    Complex.ext (Complex.ofReal_re _) ((Complex.ofReal_im _).trans (Complex.nonneg_iff.1 hk).2)
  refine ⟨(trace (ρ * (K * K))).re, by rwa [hreal], fun Q hQ hHQ => ?_⟩
  rw [hover Q hHQ]
  exact hCS Q hQ

/-- For Hermitian `H`, `J` and positive semidefinite `ρ` commuting with `H`, a Hermitian conserved
`Q` with `tr(ρ J Q) ≠ 0` makes the long-time average of `tr(ρ J(t) J)` strictly positive. -/
theorem persistent_current (hH : H.IsHermitian) (hJ : J.IsHermitian) (hρ : ρ.PosSemidef)
    (hρH : Commute ρ H) (hQ : Q.IsHermitian) (hHQ : Commute H Q)
    (hover : trace (ρ * (J * Q)) ≠ 0) :
    ∃ D : ℝ, 0 < D ∧ Tendsto (timeAvg (correlation ρ H J)) atTop (𝓝 (D : ℂ)) := by
  obtain ⟨D, hD, hbound⟩ := mazur_bound hH hJ hρ hρH
  have hq := (Complex.nonneg_iff.1 (weighted_cauchy_schwarz hρ hQ).1).1
  have hpos := (pow_pos (norm_pos_iff.2 hover) 2).trans_le (hbound Q hQ hHQ)
  exact ⟨D, pos_of_mul_pos_left hpos hq, hD⟩

/-- A two-level instance with `H = diag(1,-1)`, `ρ = diag(3/4,1/4)` and a current `J` that is not
conserved but overlaps the conserved charge `H`. -/
theorem mazur_witness :
    let H : Matrix (Fin 2) (Fin 2) ℂ := diagonal ![1, -1]
    let ρ : Matrix (Fin 2) (Fin 2) ℂ := diagonal ![3 / 4, 1 / 4]
    let J : Matrix (Fin 2) (Fin 2) ℂ := !![1, 1; 1, -1]
    H.IsHermitian ∧ J.IsHermitian ∧ ρ.PosSemidef ∧ Commute ρ H ∧ ¬ Commute H J ∧
      trace (ρ * (J * H)) ≠ 0 := by
  intro H ρ J
  refine ⟨?_, ?_, ?_, ?_, ?_, ?_⟩
  · ext i j
    fin_cases i <;> fin_cases j <;> simp [H]
  · ext i j
    fin_cases i <;> fin_cases j <;> simp [J]
  · refine Matrix.PosSemidef.diagonal fun i => ?_
    fin_cases i <;> norm_num [Complex.nonneg_iff]
  · simp only [Commute, SemiconjBy, ρ, H, diagonal_mul_diagonal, mul_comm]
  · intro h
    have h1 := congrFun (congrFun h.eq 0) 1
    norm_num [H, J, diagonal_mul, mul_diagonal] at h1
  · norm_num [ρ, J, H, trace_fin_two, diagonal_mul, vecMul_diagonal]

end

end MazurBound
```

```lean
#print axioms MazurBound.mazur_bound
#print axioms MazurBound.persistent_current
```

```
'MazurBound.mazur_bound' depends on axioms: [propext, Classical.choice, Quot.sound]
'MazurBound.persistent_current' depends on axioms: [propext, Classical.choice, Quot.sound]
```

## The bound and its physical setting

The Hamiltonian $H$, the current $J$ and the charge $Q$ are complex Hermitian matrices, with rows and columns labelled by the finite type `n` of basis states. The state $\rho$ is positive semidefinite and commutes with $H$, so it is stationary; a Gibbs state is the standard example. Its trace need not be one. With $\hbar=1$, `evolve H J t` is the Heisenberg operator $J(t)=e^{iHt}Je^{-iHt}$, and `correlation ρ H J t` is $C(t)=\mathrm{tr}(\rho J(t)J)$. The average $\frac1T\int_0^T C(t)\,dt$ is `timeAvg`, and `Tendsto … atTop` expresses the limit $T\to\infty$.

The theorem `mazur_bound` says that this limit exists and is a real number $D$, although $C(t)$ may be complex, and that

$$|\mathrm{tr}(\rho JQ)|^2\le D\,\mathrm{tr}(\rho Q^2)$$

for every Hermitian $Q$ commuting with $H$. The `.re` in the Lean inequality extracts the real number $\mathrm{tr}(\rho Q^2)$ from its complex type. When this number is positive, division gives the usual quotient form. When it is zero, the inequality forces the overlap $\mathrm{tr}(\rho JQ)$ to vanish.

The theorem `persistent_current` adds that a nonzero overlap makes $D$ strictly positive. What persists is the correlation: the mean current $\mathrm{tr}(\rho J)$ may still be zero. The content lies in the average. In a finite system $C(t)$ is a finite sum of oscillating phases, so it never decays to zero unless it vanishes identically, whether or not the overlap is nonzero.

In transport theory, a correlation of the total current that survives at long times signals ballistic motion when its long-time value per unit volume stays nonzero in the thermodynamic limit. The matrices here have fixed finite size, so a positive $D$ alone does not establish ballistic transport in a bulk material. The bound also takes one charge at a time, whereas the Mazur inequality is often written as a sum over mutually orthogonal charges. Nor is the mean current subtracted: the choice $Q=1$ already gives $D>0$ whenever $\mathrm{tr}(\rho J)\ne0$.

## What survives the time average

Work in an eigenbasis of $H$ with energies $E_a$. The matrix elements of the current evolve as

$$J_{ab}(t)=e^{i(E_a-E_b)t}J_{ab}.$$

For a frequency $\omega\ne0$,

$$\left|\frac1T\int_0^T e^{i\omega t}\,dt\right|=\left|\frac{e^{i\omega T}-1}{i\omega T}\right|\le\frac{2}{|\omega|T}\to0,$$

while for $\omega=0$ the average is one. This is `timeAvg_phase`. Hence $J(t)$ averages to the matrix $K$ with $K_{ab}=J_{ab}$ if $E_a=E_b$ and $K_{ab}=0$ otherwise. Elements within a degenerate level are all kept. The matrix $K$ is Hermitian because $J$ is, and it commutes with $H$ because $(E_a-E_b)K_{ab}=0$.

In `exists_conserved_part`, the spectral theorem supplies the unitary `U` and the energies `E`, and `hexp` diagonalises the propagator. The local definition `P` multiplies each element of the current by a function of its energy difference: the phase gives $J(t)$, and the indicator of zero frequency gives `M`, which is $K$ in the eigenbasis. The limit is stated for $\mathrm{tr}(AJ(t))$ with an arbitrary matrix $A$, which reduces it to a finite sum of scalar averages.

## Replacing the current by its conserved part

Let $X$ commute with $H$. Cyclicity of the trace gives

$$\mathrm{tr}(XJ(t))=\mathrm{tr}(e^{-iHt}Xe^{iHt}J)=\mathrm{tr}(XJ),$$

which is `conserved_overlap`. The left side therefore has the constant average $\mathrm{tr}(XJ)$, but its average also tends to $\mathrm{tr}(XK)$. Uniqueness of limits, `tendsto_nhds_unique` in the code, yields $\mathrm{tr}(XJ)=\mathrm{tr}(XK)$.

This identity is used twice in `exists_optimal_charge`. First, $C(t)=\mathrm{tr}(J\rho J(t))$ has average $\mathrm{tr}(J\rho K)=\mathrm{tr}(\rho KJ)$. Since $\rho K$ commutes with $H$, taking $X=\rho K$ gives

$$D=\mathrm{tr}(\rho K^2).$$

Second, taking $X=Q\rho$ gives

$$\mathrm{tr}(\rho JQ)=\mathrm{tr}(Q\rho J)=\mathrm{tr}(Q\rho K)=\mathrm{tr}(\rho KQ).$$

For $Q=K$ both sides of the bound equal $D^2$, so the conserved part of the current is itself an optimal charge.

## Cauchy–Schwarz with the state as weight

For any matrix $B$, positivity of $\rho$ gives $\mathrm{tr}(\rho BB^\dagger)=\mathrm{tr}(B^\dagger\rho B)\ge0$. Put $c=\mathrm{tr}(\rho KQ)$ and $B=K-scQ$ with $s$ real. Since $\mathrm{tr}(\rho QK)=\bar c$, expansion gives

$$0\le \mathrm{tr}(\rho K^2)-2s|c|^2+s^2|c|^2\,\mathrm{tr}(\rho Q^2).$$

A quadratic that is nonnegative for every real $s$ has a nonpositive discriminant, so

$$|c|^4\le|c|^2\,\mathrm{tr}(\rho K^2)\,\mathrm{tr}(\rho Q^2).$$

If $c\ne0$, divide by $|c|^2$; if $c=0$, the desired inequality holds because both traces are nonnegative. In `weighted_cauchy_schwarz`, `key` is the quadratic, `discrim_le_zero` supplies the discriminant condition, and the final case split treats $c=0$ and $c\ne0$ separately. Then `mazur_bound` substitutes $D$ and the overlap identity, and `persistent_current` reads off the sign of $D$.

## A two-level current

The theorem `mazur_witness` verifies the conditions for $H=\mathrm{diag}(1,-1)$, $\rho=\mathrm{diag}(3/4,1/4)$ and

$$J=\begin{pmatrix}1&1\\1&-1\end{pmatrix},$$

with $Q=H$ as the charge. The matrix $J$ is an illustration, not the current of a particular model, and the state gives the upper level the larger weight, so it is stationary but not thermal at a positive temperature. This current is not conserved, yet its overlap with $H$ is nonzero. Direct calculation gives

$$C(t)=1+\cos2t+\tfrac{i}{2}\sin2t.$$

The correlation vanishes at $t=\pi/2$ but has average $D=1$. Here $K=H$ and $\mathrm{tr}(\rho JH)=\mathrm{tr}(\rho H^2)=1$, so the bound is an equality.
